# For three Gibbs qubits, swapping 101 and 010 lowers the first qubit's excited population exactly when \(b_1D_1+b_3D_3<b_2D_2\)

Qubit \(i\) has energy gap \(D_i\) and starts in a Gibbs state at inverse temperature \(b_i\), uncorrelated with the other two. The swap is modelled as a unitary matrix \(U(\theta)\) acting on an 8 by 8 density matrix, with the full swap of the two populations at \(\theta=\pi/2\), and not as a mere relabelling of populations. The cooling condition then turns out to be the same for every angle with \(\sin\theta\neq 0\).

```lean
import Mathlib

open Matrix

namespace AbsorptionRefrigerator

noncomputable section

/-- A configuration of the three qubits; `true` means excited. -/
abbrev Config := Bool × Bool × Bool

/-- Energy of a single qubit with gap `D`: zero in the ground state, `D` when excited. -/
def level (D : ℝ) (s : Bool) : ℝ := if s then D else 0

/-- Total energy of three non-interacting qubits with gaps `D1`, `D2`, `D3`. -/
def energy (D1 D2 D3 : ℝ) (s : Config) : ℝ :=
  level D1 s.1 + level D2 s.2.1 + level D3 s.2.2

/-- Gibbs population of a qubit with gap `D` at inverse temperature `b`. -/
def gibbs (b D : ℝ) (s : Bool) : ℝ :=
  Real.exp (-(b * level D s)) / (1 + Real.exp (-(b * D)))

/-- Joint populations of three independent qubits, each in its own Gibbs state. -/
def gibbs3 (b1 b2 b3 D1 D2 D3 : ℝ) (s : Config) : ℝ :=
  gibbs b1 D1 s.1 * gibbs b2 D2 s.2.1 * gibbs b3 D3 s.2.2

/-- The diagonal matrix with real entries `p`; if `p` is a probability distribution, this is the
density matrix without coherences that has populations `p`. -/
def diagonalState (p : Config → ℝ) : Matrix Config Config ℂ :=
  diagonal fun s => (p s : ℂ)

/-- Coherent exchange of the states 101 and 010 by an angle `θ`; all other states stay put. -/
def partialSwap (θ : ℝ) : Matrix Config Config ℂ :=
  Matrix.of fun s t =>
    if s = t then
      (if s = (true, false, true) ∨ s = (false, true, false) then ((Real.cos θ : ℝ) : ℂ) else 1)
    else if (s = (true, false, true) ∧ t = (false, true, false)) ∨
        (s = (false, true, false) ∧ t = (true, false, true)) then
      -(Complex.I * ((Real.sin θ : ℝ) : ℂ))
    else 0

/-- The state after the exchange by the angle `θ`. -/
def evolve (θ : ℝ) (ρ : Matrix Config Config ℂ) : Matrix Config Config ℂ :=
  partialSwap θ * ρ * (partialSwap θ)ᴴ

/-- Excited population of the qubit that `q` reads off from a configuration. -/
def excited (q : Config → Bool) (ρ : Matrix Config Config ℂ) : ℝ :=
  ∑ s, if q s then (ρ s s).re else 0

set_option maxHeartbeats 400000 in
/-- The exchange is a unitary operation. -/
theorem partialSwap_unitary (θ : ℝ) : partialSwap θ ∈ Matrix.unitaryGroup Config ℂ := by
  have h : ((Real.cos θ : ℝ) : ℂ) ^ 2 + ((Real.sin θ : ℝ) : ℂ) ^ 2 = 1 := by
    exact_mod_cast Real.cos_sq_add_sin_sq θ
  rw [Matrix.mem_unitaryGroup_iff, Matrix.star_eq_conjTranspose]
  ext s t
  simp only [Matrix.mul_apply, Fintype.sum_prod_type, Fintype.sum_bool]
  -- only the block spanned by 101 and 010 is non-trivial
  rcases s with ⟨_ | _, _ | _, _ | _⟩ <;> rcases t with ⟨_ | _, _ | _, _ | _⟩ <;>
    simp [partialSwap, -Complex.ofReal_cos, -Complex.ofReal_sin] <;>
    first
    | ring1
    | linear_combination h - ((Real.sin θ : ℝ) : ℂ) ^ 2 * Complex.I_sq

/-- If the gap of qubit 2 is the sum of the other two gaps, the exchange commutes with the
Hamiltonian of the three non-interacting qubits. -/
theorem partialSwap_commutes (θ D1 D2 D3 : ℝ) (hD : D2 = D1 + D3) :
    partialSwap θ * diagonalState (energy D1 D2 D3) =
      diagonalState (energy D1 D2 D3) * partialSwap θ := by
  subst hD
  ext s t
  -- the exchange only connects configurations of equal energy
  have key : partialSwap θ s t = 0 ∨
      energy D1 (D1 + D3) D3 s = energy D1 (D1 + D3) D3 t := by
    by_cases h : s = t
    · right
      rw [h]
    · by_cases h2 : (s = (true, false, true) ∧ t = (false, true, false)) ∨
          (s = (false, true, false) ∧ t = (true, false, true))
      · right
        rcases h2 with ⟨h3, h4⟩ | ⟨h3, h4⟩ <;> rw [h3, h4] <;> simp [energy, level]
      · left
        simp only [partialSwap, Matrix.of_apply, if_neg h, if_neg h2]
  rw [diagonalState, Matrix.mul_diagonal, Matrix.diagonal_mul]
  rcases key with h | h
  · rw [h, zero_mul, mul_zero]
  · rw [h, mul_comm]

/-- Populations after the exchange, for a diagonal initial state: a fraction `sin² θ` of the
population difference between 101 and 010 is transferred. -/
theorem evolve_population (θ : ℝ) (p : Config → ℝ) (s : Config) :
    (evolve θ (diagonalState p) s s).re = p s + Real.sin θ ^ 2 *
      (if s = (true, false, true) then p (false, true, false) - p (true, false, true)
       else if s = (false, true, false) then p (true, false, true) - p (false, true, false)
       else 0) := by
  have h := Real.sin_sq_add_cos_sq θ
  simp only [evolve, diagonalState, Matrix.mul_apply (M := _ * _), Matrix.mul_diagonal,
    Fintype.sum_prod_type, Fintype.sum_bool]
  rcases s with ⟨_ | _, _ | _, _ | _⟩ <;>
    simp [partialSwap, -Complex.ofReal_cos, -Complex.ofReal_sin] <;>
    first
    | linear_combination p (true, false, true) * h
    | linear_combination p (false, true, false) * h

/-- At `θ = π/2` the populations of 101 and 010 are swapped and all others are unchanged. -/
theorem full_swap_population (p : Config → ℝ) (s : Config) :
    (evolve (Real.pi / 2) (diagonalState p) s s).re =
      p (Equiv.swap (true, false, true) (false, true, false) s) := by
  rw [evolve_population, Real.sin_pi_div_two, Equiv.swap_apply_def]
  split_ifs with h1 h2
  · rw [h1]; ring
  · rw [h2]; ring
  · ring

/-- Qubits 1 and 3 lose the same excited population, and qubit 2 gains that amount. -/
theorem population_transfer (θ : ℝ) (p : Config → ℝ) :
    excited (fun s => s.1) (evolve θ (diagonalState p)) =
        excited (fun s => s.1) (diagonalState p) -
          Real.sin θ ^ 2 * (p (true, false, true) - p (false, true, false)) ∧
      excited (fun s => s.2.1) (evolve θ (diagonalState p)) =
        excited (fun s => s.2.1) (diagonalState p) +
          Real.sin θ ^ 2 * (p (true, false, true) - p (false, true, false)) ∧
      excited (fun s => s.2.2) (evolve θ (diagonalState p)) =
        excited (fun s => s.2.2) (diagonalState p) -
          Real.sin θ ^ 2 * (p (true, false, true) - p (false, true, false)) := by
  refine ⟨?_, ?_, ?_⟩ <;>
    simp only [excited, evolve_population, Fintype.sum_prod_type, Fintype.sum_bool] <;>
    simp [diagonalState] <;> ring

/-- In the product of Gibbs states, 101 is more populated than 010 exactly when
`b1 D1 + b3 D3 < b2 D2`. -/
theorem gibbs3_lt_iff (b1 b2 b3 D1 D2 D3 : ℝ) :
    gibbs3 b1 b2 b3 D1 D2 D3 (false, true, false) <
      gibbs3 b1 b2 b3 D1 D2 D3 (true, false, true) ↔ b1 * D1 + b3 * D3 < b2 * D2 := by
  have l1 : ∀ D, level D true = D := fun D => by simp [level]
  have l0 : ∀ D, level D false = 0 := fun D => by simp [level]
  have hZ : 0 < (1 + Real.exp (-(b1 * D1))) * (1 + Real.exp (-(b2 * D2))) *
      (1 + Real.exp (-(b3 * D3))) := by positivity
  -- both weights share the same normalisation, so only the exponents matter
  simp only [gibbs3, gibbs, l1, l0, div_mul_div_comm, ← Real.exp_add]
  rw [div_lt_div_iff_of_pos_right hZ, Real.exp_lt_exp]
  constructor <;> intro h <;> linarith

/-- Cooling condition: starting from the product of Gibbs states, an exchange with `sin θ ≠ 0`
lowers the excited population of qubit 1 exactly when `b1 D1 + b3 D3 < b2 D2`. -/
theorem cools_iff (θ b1 b2 b3 D1 D2 D3 : ℝ) (hθ : Real.sin θ ≠ 0) :
    excited (fun s => s.1) (evolve θ (diagonalState (gibbs3 b1 b2 b3 D1 D2 D3))) <
      excited (fun s => s.1) (diagonalState (gibbs3 b1 b2 b3 D1 D2 D3)) ↔
    b1 * D1 + b3 * D3 < b2 * D2 := by
  have hs : 0 < Real.sin θ ^ 2 := by positivity
  rw [(population_transfer θ _).1, ← gibbs3_lt_iff b1 b2 b3 D1 D2 D3, sub_lt_self_iff,
    mul_pos_iff_of_pos_left hs, sub_pos]

/-- At resonance, for Gibbs qubits with `b2 < b1` and `D3 > 0`, an exchange with `sin θ ≠ 0` lowers
the excited population of qubit 1 exactly when the gap ratio `D1 / D3` lies below `(b2 - b3) / (b1 -
b2)`. -/
theorem cools_iff_gap_ratio (θ b1 b2 b3 D1 D3 : ℝ) (hθ : Real.sin θ ≠ 0)
    (hD : 0 < D3) (hb : b2 < b1) :
    excited (fun s => s.1) (evolve θ (diagonalState (gibbs3 b1 b2 b3 D1 (D1 + D3) D3))) <
      excited (fun s => s.1) (diagonalState (gibbs3 b1 b2 b3 D1 (D1 + D3) D3)) ↔
    D1 / D3 < (b2 - b3) / (b1 - b2) := by
  rw [cools_iff θ b1 b2 b3 D1 (D1 + D3) D3 hθ, lt_div_iff₀ (sub_pos.2 hb),
    div_mul_eq_mul_div, div_lt_iff₀ hD]
  constructor <;> intro h <;> linarith

end

end AbsorptionRefrigerator
```

```lean
#print axioms AbsorptionRefrigerator.partialSwap_unitary
#print axioms AbsorptionRefrigerator.partialSwap_commutes
#print axioms AbsorptionRefrigerator.full_swap_population
#print axioms AbsorptionRefrigerator.cools_iff_gap_ratio
```

```
'AbsorptionRefrigerator.partialSwap_unitary' depends on axioms: [propext, Classical.choice, Quot.sound]
'AbsorptionRefrigerator.partialSwap_commutes' depends on axioms: [propext, Classical.choice, Quot.sound]
'AbsorptionRefrigerator.full_swap_population' depends on axioms: [propext, Classical.choice, Quot.sound]
'AbsorptionRefrigerator.cools_iff_gap_ratio' depends on axioms: [propext, Classical.choice, Quot.sound]
```

## Three qubits, eight configurations, one unitary

A configuration is a triple of Booleans, one for each qubit, with `true` for excited. The label 101 stands for `(true, false, true)`: qubits 1 and 3 are excited and qubit 2 is in its ground state. The label 010 stands for `(false, true, false)`.

Qubit \(i\) has ground-state energy zero and excited energy \(D_i\), its gap. The function `energy` adds the three contributions, so the free Hamiltonian contains no interaction between the qubits. The parameter \(b_i\) is the inverse temperature in units where Boltzmann's constant is one. The function `gibbs` gives the normalised populations of one qubit,

\[
\frac{1}{1+e^{-b_iD_i}}\quad\text{(ground)},\qquad
\frac{e^{-b_iD_i}}{1+e^{-b_iD_i}}\quad\text{(excited)},
\]

and `gibbs3` multiplies three of them. The product form expresses that the qubits are initially uncorrelated, each prepared at its own temperature.

The function `diagonalState` puts a list of real numbers on the diagonal of a complex matrix. Applied to populations it gives a density matrix without coherences; applied to `energy` it gives the free Hamiltonian.

The exchange `partialSwap θ` is the identity on six of the eight basis states. On the other two it acts as

\[
U|101\rangle=\cos\theta\,|101\rangle-i\sin\theta\,|010\rangle,\qquad
U|010\rangle=\cos\theta\,|010\rangle-i\sin\theta\,|101\rangle .
\]

This is the evolution generated by the coupling \(|101\rangle\langle 010|+|010\rangle\langle 101|\) alone, with \(\theta\) as coupling strength times duration in units where \(\hbar=1\). If \(D_2=D_1+D_3\), including the free Hamiltonian in the evolution adds only phases and leaves the final populations unchanged. The function `evolve` maps \(\rho\) to \(U\rho U^\dagger\), and `excited` sums the diagonal entries of \(\rho\) over all configurations in which a chosen qubit is excited.

With these definitions, `cools_iff` says: if \(\sin\theta\neq0\), the excited population of qubit 1 after the exchange is strictly smaller than before if and only if \(b_1D_1+b_3D_3<b_2D_2\). The theorem holds for all real gaps and inverse temperatures. Their positivity matters for the physical reading: when \(D_1>0\), a smaller excited population means that qubit 1 has given up energy.

## Resonance makes the exchange free of work

The theorem `cools_iff` does not assume \(D_2=D_1+D_3\). That relation enters in `partialSwap_commutes`, which states that at resonance \(U(\theta)\) commutes with the free Hamiltonian. The states 101 and 010 then have the same energy, and the exchange moves energy between the qubits without changing the total.

Without resonance, the inequality still decides whether the population of qubit 1 falls, but the process may need work from outside. Take \(D_1=D_3=1\), \(D_2=3\) and \(b_1=b_2=b_3=1\). The condition reads \(2<3\), so qubit 1 loses excited population although all three qubits started at the same temperature. Each unit of population moved from 101 to 010 raises the energy from 2 to 3, and whatever drives the exchange has to supply the difference.

At resonance with equal temperatures, the two sides of the condition are equal and nothing is transferred. Cooling then has to be paid for by a temperature difference, which is the principle of an absorption refrigerator: qubit 1 is the cold object, qubit 3 is the hot source that drives the process, and qubit 2 takes up the energy of both.

The model covers one exchange acting on freshly prepared qubits. It contains no heat baths that restore the Gibbs states, no repeated cycles and no steady heat current, so it describes a single stroke of such a machine. For three initially uncorrelated qubits with positive gaps at resonance, the result tells for which gaps and temperatures this energy-conserving exchange extracts energy from qubit 1.

## The population change by direct calculation

Let the initial state be diagonal with populations \(p_s\). After the exchange the population of configuration \(s\) is

\[
p'_s=\sum_t |U_{st}|^2\,p_t .
\]

For the two coupled configurations this gives

\[
p'_{101}=\cos^2\theta\,p_{101}+\sin^2\theta\,p_{010}
=p_{101}+\sin^2\theta\,(p_{010}-p_{101}),
\]
\[
p'_{010}=\cos^2\theta\,p_{010}+\sin^2\theta\,p_{101}
=p_{010}+\sin^2\theta\,(p_{101}-p_{010}),
\]

and the other six populations stay as they were. At \(\theta=\pi/2\) the two values trade places.

The excited population of qubit 1 is \(P_1=p_{100}+p_{101}+p_{110}+p_{111}\). Of the two populations that change, only \(p_{101}\) occurs in this sum. The same is true of qubit 3, while the sum for qubit 2 contains only \(p_{010}\). Hence

\[
P_1'-P_1=P_3'-P_3=-\sin^2\theta\,(p_{101}-p_{010}),\qquad
P_2'-P_2=+\sin^2\theta\,(p_{101}-p_{010}).
\]

For \(\sin\theta\neq0\) the factor \(\sin^2\theta\) is positive, so \(P_1\) falls exactly when \(p_{010}<p_{101}\). The angle affects how much is transferred, but not the direction.

It remains to compare the two Gibbs weights. With \(Z=(1+e^{-b_1D_1})(1+e^{-b_2D_2})(1+e^{-b_3D_3})\),

\[
p_{101}=\frac{e^{-(b_1D_1+b_3D_3)}}{Z},\qquad
p_{010}=\frac{e^{-b_2D_2}}{Z}.
\]

The normalisation is common and positive, and the exponential is increasing. Therefore \(p_{010}<p_{101}\) means \(-b_2D_2<-(b_1D_1+b_3D_3)\), which is the stated condition.

## A bound on the ratio of gaps

At resonance, substituting \(D_2=D_1+D_3\) and collecting terms turns the condition into

\[
(b_1-b_2)\,D_1<(b_2-b_3)\,D_3 .
\]

If qubit 1 starts colder than qubit 2, so that \(b_1>b_2\), and if \(D_3>0\), both divisions preserve the direction of the inequality:

\[
\frac{D_1}{D_3}<\frac{b_2-b_3}{b_1-b_2}.
\]

This is `cools_iff_gap_ratio`. Since qubits 1 and 3 lose the same excited population, \(D_1/D_3\) is the energy taken from the cold qubit per energy taken from the hot one whenever something is transferred. The right-hand side has the form of the Carnot limit for a refrigerator driven by heat at three temperatures. Here it arises as the condition for one exchange to cool, not as a bound on all possible machines. For \(D_1>0\) the inequality can only hold if \(b_3<b_2\), so qubit 3 has to be hotter than qubit 2.

The assumption \(b_2<b_1\) is needed for this form. With \(D_1=D_3=1\), \(b_1=b_3=1\) and \(b_2=2\), the exchange does lower the excited population of qubit 1, because \(2<4\). The gap-ratio inequality would read \(1<-1\), which is false. The assumption \(\sin\theta\neq0\) is needed in both equivalences: at \(\theta=0\) nothing happens, whatever the temperatures are.

## The same steps in the Lean proof

The theorem `partialSwap_unitary` checks \(UU^\dagger=1\) entry by entry. The two `rcases` calls run through all pairs of configurations, and `simp` settles those outside the coupled block. Inside the block, the off-diagonal terms \(i\sin\theta\cos\theta\) and \(-i\sin\theta\cos\theta\) cancel by `ring1`. The diagonal entries reduce to \(\cos^2\theta+\sin^2\theta=1\), with \(i^2=-1\) supplied by `Complex.I_sq`.

In `partialSwap_commutes`, the entry \((s,t)\) of the claim is \(U_{st}E_t=E_sU_{st}\), where \(E_s\) is the energy of configuration \(s\). The intermediate statement `key` says that either \(U_{st}=0\) or \(E_s=E_t\), and each alternative gives the equality at once.

The theorem `evolve_population` is the formula for \(p'_s\), proved for an arbitrary real function \(p\) on the configurations. It expands the matrix products and treats the eight configurations separately. The two `linear_combination` lines replace \(\cos^2\theta\) by \(1-\sin^2\theta\) for 101 and 010. Setting \(\theta=\pi/2\) yields `full_swap_population`, where `Equiv.swap` is the permutation that interchanges the two configurations.

The theorem `population_transfer` inserts the formula into the sums for the three qubits, and `ring` collects the terms. The comparison of Gibbs weights is `gibbs3_lt_iff`: after the exponentials are merged, `div_lt_div_iff_of_pos_right` removes the common denominator \(Z\), `Real.exp_lt_exp` passes to the exponents, and `linarith` rearranges the signs.

The proof of `cools_iff` joins these results. It rewrites the final population as the initial one minus \(\sin^2\theta\,(p_{101}-p_{010})\). Then `sub_lt_self_iff` reduces the claim to the positivity of the subtracted term, and the positive factor \(\sin^2\theta\) is removed. For `cools_iff_gap_ratio`, the two division lemmas clear the denominators \(b_1-b_2\) and \(D_3\), using their positivity, and `linarith` matches the result with the resonant form of the condition.
